# Linearised SCF mixing with a symmetric positive definite error matrix converges if $\sum_k a_k(2-a_kL)=+\infty$

When charge sloshes back and forth in a self-consistent-field (SCF) calculation, a common response is to reduce the mixing parameter during the run. If it shrinks too quickly, the density stops moving before it is self-consistent. How quickly may it shrink?

Let $F$ be the map from input to output density, and let the update be $\rho_{k+1}=\rho_k+a_k(F(\rho_k)-\rho_k)$. Near a fixed point where $F$ has Jacobian $J$, the error $e_k$ obeys, to first order,

$$e_{k+1}=(1-a_kE)\,e_k,\qquad E=1-J.$$

Here $E$ is a matrix, not an energy. Suppose that it is real symmetric positive definite with eigenvalues at most $L$. Positive definiteness means that the eigenvalues of $J$ lie below 1; $L$ bounds the stiffest response, which in a large metallic cell is typically a charge-sloshing mode. Write $S_N=\sum_{k<N}a_k(2-a_kL)$. If $S_N\to+\infty$, then $e_N\to0$ from every start.

## Step schedules in an SCF code

A constant step strictly between $0$ and $2/L$ gives equal positive terms, so $S_N$ diverges. Harmonic steps $c/(k+1)$ also work for every $c>0$, without knowledge of the spectrum, although early steps may exceed $2/L$ and enlarge the error at first.

A geometric schedule $a_k=a_0q^k$ with $0<a_0<1/L$ and $0<q<1$ has a finite sum. If $L$ is an eigenvalue, some starting errors then survive. The density change $-a_kEe_k$ nevertheless tends to zero, so a code that tests only this change can report false convergence. The residual $F(\rho_k)-\rho_k$, without the factor $a_k$, avoids that problem.

These conclusions concern the linearised, finite-dimensional iteration with symmetric $E$.

## From one eigenmode to the whole error

Let $Ev=\mu v$. Since $E$ is symmetric,

$$v\cdot e_{k+1}=v\cdot e_k-a_k(Ev)\cdot e_k=(1-a_k\mu)\,v\cdot e_k,$$

and hence $v\cdot e_N=\prod_{k<N}(1-a_k\mu)\,(v\cdot e_0)$.

For $0\le\mu\le L$ we have $\mu^2\le\mu L$, so

$$(1-a_k\mu)^2\le1-2a_k\mu+a_k^2\mu L=1-\mu a_k(2-a_kL)\le e^{-\mu a_k(2-a_kL)},$$

where the last step is $1+x\le e^x$. Taking square roots and multiplying over the steps gives

$$\Bigl|\prod_{k<N}(1-a_k\mu)\Bigr|\le e^{-\mu S_N/2}.$$

Every eigenvalue is positive, so each amplitude tends to zero when $S_N\to+\infty$. In an orthonormal eigenbasis $v_i$, the error is the finite sum $e_N=\sum_i(v_i\cdot e_N)v_i$, so it tends to zero too.

For the converse, let $L$ be an eigenvalue, and let $0\le a_k$, $a_kL\le2$ and $a_kL\ne1$ for all $k$. Set $x_k=La_k(2-a_kL)$. Then $1-x_k=(1-a_kL)^2$ and $0\le x_k\le1$. Induction gives

$$\prod_k(1-x_k)\ge1-\sum_kx_k$$

over any finite range: if the product so far is $P\le1$, then $P(1-x)\ge P-x$.

If $S_N$ stayed bounded, its nonnegative terms would be summable, and some tail of $\sum_k x_k$, starting at $k=N$, would be below $1/2$. For every $M\ge0$,

$$\prod_{k<N+M}(1-a_kL)^2\ge\tfrac12\prod_{k<N}(1-a_kL)^2>0.$$

An error started in the mode with eigenvalue $L$ would therefore survive. Convergence from every start thus forces $S_N\to+\infty$.

For harmonic steps, the terms of $S_N$ are $2c/(k+1)-c^2L/(k+1)^2$. The first part has a divergent sum and the second a convergent one.

## The Lean source

```lean
import Mathlib

open Matrix Filter Topology Finset

namespace VariableLinearMixing

variable {n : Type*} [Fintype n] [DecidableEq n]

/-- The error after each step of linear mixing with step lengths `a 0, a 1, ...`:
`e (k+1) = (1 - a k E) e k`, started from `e₀`. -/
def mixingError (E : Matrix n n ℝ) (a : ℕ → ℝ) (e₀ : n → ℝ) : ℕ → n → ℝ
  | 0 => e₀
  | k + 1 => (1 - a k • E) *ᵥ mixingError E a e₀ k

/-- For symmetric `E`, the error amplitude along an eigenvector with eigenvalue `μ` is
multiplied by `1 - a k μ` in step `k`. -/
theorem mode_amplitude {E : Matrix n n ℝ} (hE : E.IsHermitian) {v : n → ℝ} {μ : ℝ}
    (h : E *ᵥ v = μ • v) (a : ℕ → ℝ) (e₀ : n → ℝ) (N : ℕ) :
    v ⬝ᵥ mixingError E a e₀ N = (∏ k ∈ range N, (1 - a k * μ)) * (v ⬝ᵥ e₀) := by
  -- by symmetry, `v` is also a left eigenvector
  have hv : v ᵥ* E = μ • v := by
    rw [← mulVec_transpose, ← conjTranspose_eq_transpose_of_trivial, hE.eq, h]
  induction N with
  | zero => simp [mixingError]
  | succ N ih =>
    change v ⬝ᵥ ((1 - a N • E) *ᵥ mixingError E a e₀ N) = _
    rw [sub_mulVec, one_mulVec, smul_mulVec, dotProduct_sub, dotProduct_smul,
      dotProduct_mulVec, hv, smul_dotProduct, ih, prod_range_succ, smul_eq_mul, smul_eq_mul]
    ring

/-- A mode with eigenvalue `μ` between `0` and `L` is damped at least as fast as the
exponential of `-μ/2` times the accumulated sum of `a k (2 - a k L)`. -/
theorem mode_bound {μ L : ℝ} (hμ : 0 ≤ μ) (hL : μ ≤ L) (a : ℕ → ℝ) (N : ℕ) :
    |∏ k ∈ range N, (1 - a k * μ)| ≤
      Real.exp (-(μ / 2) * ∑ k ∈ range N, a k * (2 - a k * L)) := by
  -- damping in a single step
  have step : ∀ t : ℝ, |1 - t * μ| ≤ Real.exp (-(μ / 2) * (t * (2 - t * L))) := by
    intro t
    apply abs_le_of_sq_le_sq _ (Real.exp_pos _).le
    have h1 := Real.add_one_le_exp
      (-(μ / 2) * (t * (2 - t * L)) + -(μ / 2) * (t * (2 - t * L)))
    rw [Real.exp_add, ← sq] at h1
    nlinarith [mul_nonneg (mul_nonneg (sq_nonneg t) hμ) (sub_nonneg.2 hL)]
  induction N with
  | zero => simp
  | succ N ih =>
    rw [prod_range_succ, sum_range_succ, mul_add, Real.exp_add, abs_mul]
    exact mul_le_mul ih (step _) (abs_nonneg _) (Real.exp_pos _).le

omit [DecidableEq n] in
/-- Every vector is the sum of its components along an orthonormal basis. -/
theorem mode_expansion (b : OrthonormalBasis n ℝ (EuclideanSpace ℝ n)) (x : n → ℝ) :
    ∑ i, ((b i).ofLp ⬝ᵥ x) • (b i).ofLp = x := by
  have hin : ∀ i, inner ℝ (b i) (WithLp.toLp 2 x) = (b i).ofLp ⬝ᵥ x := by
    intro i
    simp [PiLp.inner_apply, dotProduct, mul_comm]
  have h := congrArg WithLp.ofLp (b.sum_repr' (WithLp.toLp 2 x))
  simp only [hin, WithLp.ofLp_sum, WithLp.ofLp_smul] at h
  exact h

/-- Let `E` be symmetric positive definite with eigenvalues at most `L`. If the sum of
`a k (2 - a k L)` diverges to `+∞`, the mixing error tends to zero from every start. -/
theorem mixingError_tendsto_zero {E : Matrix n n ℝ} (hE : E.PosDef) {L : ℝ}
    (hL : ∀ i, hE.isHermitian.eigenvalues i ≤ L) {a : ℕ → ℝ}
    (hdiv : Tendsto (fun N => ∑ k ∈ range N, a k * (2 - a k * L)) atTop atTop)
    (e₀ : n → ℝ) : Tendsto (mixingError E a e₀) atTop (𝓝 0) := by
  -- each eigenmode dies out
  have hmode : ∀ i, Tendsto
      (fun N => ∏ k ∈ range N, (1 - a k * hE.isHermitian.eigenvalues i)) atTop (𝓝 0) := by
    intro i
    have hpos : 0 < hE.isHermitian.eigenvalues i := hE.eigenvalues_pos i
    exact squeeze_zero_norm (fun N => mode_bound hpos.le (hL i) a N)
      (Real.tendsto_exp_atBot.comp (hdiv.const_mul_atTop_of_neg (by linarith)))
  -- and the error is the finite sum of its eigenmodes
  have h := tendsto_finsetSum (univ : Finset n) fun i _ =>
    ((hmode i).mul_const ((hE.isHermitian.eigenvectorBasis i).ofLp ⬝ᵥ e₀)).smul_const
      (hE.isHermitian.eigenvectorBasis i).ofLp
  simp only [zero_mul, zero_smul, sum_const_zero] at h
  refine h.congr fun N => ?_
  refine (sum_congr rfl fun i _ => ?_).trans
    (mode_expansion hE.isHermitian.eigenvectorBasis _)
  rw [mode_amplitude hE.isHermitian (hE.isHermitian.mulVec_eigenvectorBasis i)]

/-- For losses `x k` between `0` and `1`, the surviving fraction is at least one minus
the sum of the losses. -/
theorem one_sub_sum_le_prod {x : ℕ → ℝ} (h0 : ∀ k, 0 ≤ x k) (h1 : ∀ k, x k ≤ 1) (N : ℕ) :
    1 - ∑ k ∈ range N, x k ≤ ∏ k ∈ range N, (1 - x k) := by
  induction N with
  | zero => simp
  | succ N ih =>
    have hp : ∏ k ∈ range N, (1 - x k) ≤ 1 :=
      prod_le_one (fun k _ => by linarith [h1 k]) (fun k _ => by linarith [h0 k])
    rw [prod_range_succ, sum_range_succ]
    nlinarith [mul_nonneg (h0 N) (sub_nonneg.2 hp)]

/-- Let `L > 0` and let all steps satisfy `0 ≤ a k L ≤ 2` and `a k L ≠ 1`. If the mode with
eigenvalue `L` is damped to zero, the sum of `a k (2 - a k L)` diverges. -/
theorem sum_diverges_of_mode_damped {L : ℝ} (hL : 0 < L) {a : ℕ → ℝ} (h0 : ∀ k, 0 ≤ a k)
    (h2 : ∀ k, a k * L ≤ 2) (h1 : ∀ k, a k * L ≠ 1)
    (h : Tendsto (fun N => ∏ k ∈ range N, (1 - a k * L)) atTop (𝓝 0)) :
    Tendsto (fun N => ∑ k ∈ range N, a k * (2 - a k * L)) atTop atTop := by
  have hs0 : ∀ k, 0 ≤ a k * (2 - a k * L) := fun k =>
    mul_nonneg (h0 k) (by linarith [h2 k])
  rw [← not_summable_iff_tendsto_nat_atTop_of_nonneg hs0]
  intro hsum
  -- if the sum converged, some tail would lose less than half
  obtain ⟨N, hN⟩ := ((tendsto_sum_nat_add (fun k => L * (a k * (2 - a k * L)))).eventually_lt_const
    (show (0 : ℝ) < 1 / 2 by norm_num)).exists
  have htail : Summable fun k => L * (a (k + N) * (2 - a (k + N) * L)) :=
    (summable_nat_add_iff (f := fun k => L * (a k * (2 - a k * L))) N).2 (hsum.mul_left L)
  have hne : ∏ k ∈ range N, (1 - a k * L) ≠ 0 :=
    prod_ne_zero_iff.2 fun k _ => sub_ne_zero.2 (h1 k).symm
  have hP : 0 < (∏ k ∈ range N, (1 - a k * L)) ^ 2 := by positivity
  have hlow : ∀ M, (∏ k ∈ range N, (1 - a k * L)) ^ 2 / 2 ≤
      (∏ k ∈ range (M + N), (1 - a k * L)) ^ 2 := by
    intro M
    have hb := one_sub_sum_le_prod (x := fun k => L * (a (k + N) * (2 - a (k + N) * L)))
      (fun k => mul_nonneg hL.le (hs0 _))
      (fun k => by nlinarith [sq_nonneg (1 - a (k + N) * L)]) M
    have hs := htail.sum_le_tsum (range M) (fun k _ => mul_nonneg hL.le (hs0 _))
    have he : ∏ k ∈ range M, (1 - L * (a (k + N) * (2 - a (k + N) * L))) =
        (∏ k ∈ range M, (1 - a (N + k) * L)) ^ 2 := by
      rw [← prod_pow]
      exact prod_congr rfl fun k _ => by rw [add_comm k N]; ring
    have hhalf : 1 / 2 ≤ (∏ k ∈ range M, (1 - a (N + k) * L)) ^ 2 := by
      rw [← he]
      linarith
    rw [add_comm M N, prod_range_add, mul_pow]
    linarith [mul_le_mul_of_nonneg_left hhalf hP.le]
  have hlim := ge_of_tendsto' ((h.comp (tendsto_add_atTop_nat N)).pow 2) hlow
  linarith

/-- Let `E` be symmetric positive definite with largest eigenvalue `L`, and let all steps satisfy
`0 ≤ a k L ≤ 2` and `a k L ≠ 1`. The mixing error tends to zero from every start if and only
if the sum of `a k (2 - a k L)` diverges. -/
theorem mixingError_tendsto_zero_iff {E : Matrix n n ℝ} (hE : E.PosDef) {L : ℝ}
    (hL : ∀ i, hE.isHermitian.eigenvalues i ≤ L) {v : n → ℝ} (hv : v ≠ 0)
    (hEv : E *ᵥ v = L • v) {a : ℕ → ℝ} (h0 : ∀ k, 0 ≤ a k)
    (h2 : ∀ k, a k * L ≤ 2) (h1 : ∀ k, a k * L ≠ 1) :
    (∀ e₀, Tendsto (mixingError E a e₀) atTop (𝓝 0)) ↔
      Tendsto (fun N => ∑ k ∈ range N, a k * (2 - a k * L)) atTop atTop := by
  refine ⟨fun h => ?_, fun h => mixingError_tendsto_zero hE hL h⟩
  obtain ⟨i, -⟩ := Function.ne_iff.1 hv
  have hpos : 0 < L := lt_of_lt_of_le (hE.eigenvalues_pos i) (hL i)
  have hvv : v ⬝ᵥ v ≠ 0 := fun h => hv (dotProduct_self_eq_zero.1 h)
  -- start in the stiffest mode and follow its amplitude
  have hc : Continuous fun x : n → ℝ => v ⬝ᵥ x := by
    unfold dotProduct
    fun_prop
  have ht := ((hc.tendsto 0).comp (h v)).div_const (v ⬝ᵥ v)
  rw [dotProduct_zero, zero_div] at ht
  refine sum_diverges_of_mode_damped hpos h0 h2 h1 (ht.congr fun N => ?_)
  change v ⬝ᵥ mixingError E a v N / (v ⬝ᵥ v) = _
  rw [mode_amplitude hE.isHermitian hEv, mul_div_cancel_right₀ _ hvv]

/-- For symmetric positive definite `E` and any `c > 0`, mixing with the decreasing steps
`c / (k + 1)` drives the error to zero from every start. -/
theorem harmonic_mixing_tendsto_zero {E : Matrix n n ℝ} (hE : E.PosDef) {c : ℝ} (hc : 0 < c)
    (e₀ : n → ℝ) :
    Tendsto (mixingError E (fun k => c / ((k : ℝ) + 1)) e₀) atTop (𝓝 0) := by
  -- the sum of the eigenvalues bounds each of them
  have hL : ∀ i, hE.isHermitian.eigenvalues i ≤ ∑ j, hE.isHermitian.eigenvalues j := fun i =>
    single_le_sum (fun j _ => (hE.eigenvalues_pos j).le) (mem_univ i)
  refine mixingError_tendsto_zero hE hL ?_ e₀
  generalize ∑ j, hE.isHermitian.eigenvalues j = L
  have hsq : Summable fun k : ℕ => 1 / ((k : ℝ) + 1) ^ 2 := by
    have h := (summable_nat_add_iff (f := fun k : ℕ => 1 / (k : ℝ) ^ 2) 1).2
      (Real.summable_one_div_nat_pow.2 one_lt_two)
    simpa only [Nat.cast_add, Nat.cast_one] using h
  -- a divergent harmonic sum plus a convergent correction
  have h := (Real.tendsto_sum_range_one_div_nat_succ_atTop.const_mul_atTop
    (show 0 < 2 * c by linarith)).atTop_add
    (hsq.hasSum.tendsto_sum_nat.const_mul (-(c ^ 2 * L)))
  refine h.congr fun N => ?_
  rw [mul_sum, mul_sum, ← sum_add_distrib]
  refine sum_congr rfl fun k _ => ?_
  have hk : 1 / ((k : ℝ) + 1) ^ 2 = (1 / ((k : ℝ) + 1)) ^ 2 := (one_div_pow _ _).symm
  linear_combination (-(c ^ 2 * L)) * hk

end VariableLinearMixing
```

```lean
#print axioms VariableLinearMixing.mixingError_tendsto_zero_iff
#print axioms VariableLinearMixing.harmonic_mixing_tendsto_zero
```

```
'VariableLinearMixing.mixingError_tendsto_zero_iff' depends on axioms: [propext, Classical.choice, Quot.sound]
'VariableLinearMixing.harmonic_mixing_tendsto_zero' depends on axioms: [propext, Classical.choice, Quot.sound]
```

## Hypotheses in Lean and their physical meaning

The finite type `n` labels the components of the density, not the iterations. `mixingError E a e₀ k` is $e_k$, and `range N` contains the steps $0,\dots,N-1$. `E.PosDef` includes symmetry, and `hL` bounds every eigenvalue by `L`. Convergence is componentwise, which in finite dimension agrees with convergence in any norm.

In `mixingError_tendsto_zero`, `hdiv` says that the partial sums tend to $+\infty$. Individual steps may be negative or exceed $2/L$. Since the theorem takes any real sequence, it also applies to the steps an adaptive scheme chose along one linear trajectory.

`mixingError_tendsto_zero_iff` adds a nonzero eigenvector `v` with eigenvalue `L`, the window $0\le a_k$, $a_kL\le2$, and the exclusion of $a_kL=1$. Without that exclusion the equivalence can fail: in one dimension, $a_0=1/L$ followed by zero steps removes the error with a finite sum.

## How the lemmas divide the argument

`mode_amplitude` uses symmetry to make `v` a left eigenvector, then multiplies the factors by induction. `mode_bound` proves the exponential estimate by comparing squares; its `nlinarith` call receives $a^2\mu(L-\mu)\ge0$. The main theorem squeezes each mode to zero and reassembles the error with `mode_expansion`.

`one_sub_sum_le_prod` is the product inequality, and `sum_diverges_of_mode_damped` carries out the tail argument by contradiction. The equivalence starts from `v`, which need not be normalised, and follows the coefficient $(v\cdot e_N)/(v\cdot v)$. `harmonic_mixing_tendsto_zero` takes the sum of the eigenvalues as its bound $L$.

## Reach of the guarantee in a real SCF run

The step from this model to an actual calculation is the linearisation: the theorems do not control the higher-order terms of $F$, so large early steps may carry a real density away from the fixed point. Symmetry is an assumption about the chosen variables, and the Jacobian for density mixing is generally not symmetric in plain coordinates. The numbers are real, without rounding.

The limit theorems give no iteration count. `mode_bound` does bound the size of each mode, relative to its starting value, by $e^{-\mu S_N/2}$, which decays slowly for small $\mu$, especially with harmonic steps, where $S_N$ grows only logarithmically.
